# For pair energies $r^{-s}$ with $0\le s<1$, the energy of a chain grows as $N^{2-s}/((1-s)(2-s))$

If every pair among $N$ particles contributes one unit of energy, the total is $N(N-1)/2$. The energy per particle, $(N-1)/2$, then grows with the system, and mean-field models compensate with a coupling proportional to $1/N$. Now I put the particles on a chain with unit spacing and let the pair energy decay as $r^{-s}$ with $0<s<1$. Distant pairs count for less, so does the energy per particle still diverge? If it does, which power of $N$ must the coupling carry, and with what prefactor?

## A coupling proportional to $N^{-(1-s)}$ keeps the energy per particle finite

It still diverges, as $N^{1-s}$. Place the particles at sites $0,\dots,N-1$ and build the chain from the left. The particle at site $j$ has left neighbours at distances $1,\dots,j$, so the total energy is

$$E_N=\sum_{j=0}^{N-1}D_j,\qquad D_j=\sum_{r=0}^{j-1}(r+1)^{-s}.$$

The function $x^{1-s}$ lies below its tangents. The tangent at $r+1$, followed one step to each side, gives

$$(r+2)^{1-s}-(r+1)^{1-s}\le(1-s)(r+1)^{-s}\le(r+1)^{1-s}-r^{1-s}.$$

Summing over $r=0,\dots,j-1$ makes both sides telescope:

$$(j+1)^{1-s}-1\le(1-s)D_j\le j^{1-s}.$$

The function $x^{2-s}$ lies above its tangents. Those at $j$ and $j+1$ give

$$(2-s)\,j^{1-s}\le(j+1)^{2-s}-j^{2-s}\le(2-s)(j+1)^{1-s}.$$

Multiply the bounds on $D_j$ by $2-s$ and insert these:

$$(j+1)^{2-s}-j^{2-s}-(2-s)\le(1-s)(2-s)D_j\le(j+1)^{2-s}-j^{2-s}.$$

Summing over $j=0,\dots,N-1$ encloses the energy at every $N$:

$$N^{2-s}-(2-s)N\le(1-s)(2-s)E_N\le N^{2-s}.$$

Division by $(1-s)(2-s)N^{2-s}$ leaves a relative error of at most $(2-s)N^{-(1-s)}$, which vanishes. Hence $E_N/N^{2-s}\to1/((1-s)(2-s))$. At $s=0$ the limit is $1/2$, as the pair count requires.

For a size-dependent coupling $J_N$, write

$$J_N\frac{E_N}{N}=\bigl(J_NN^{1-s}\bigr)\frac{E_N}{N^{2-s}}.$$

The last factor has a nonzero limit, so the left side tends to $e$ exactly when $J_NN^{1-s}\to(1-s)(2-s)e$.

In Lean 4 with Mathlib:

```lean
import Mathlib

open Filter Topology Finset

namespace KacScaling

noncomputable section

/-- Energy of `N` particles at the sites `0, …, N - 1` of a chain with unit spacing, where each
pair `i < j` contributes `(j - i)^(-s)`. -/
def chainEnergy (s : ℝ) (N : ℕ) : ℝ :=
  ∑ j ∈ range N, ∑ i ∈ range j, ((j : ℝ) - i) ^ (-s)

/-- Interaction energy of one particle with `j` neighbours at the distances `1, …, j`. -/
def distanceSum (s : ℝ) (j : ℕ) : ℝ :=
  ∑ r ∈ range j, ((r : ℝ) + 1) ^ (-s)

/-- The energy of the chain is built up by adding particles at its right end, each of which
interacts with all particles to its left. -/
theorem chainEnergy_eq (s : ℝ) (N : ℕ) :
    chainEnergy s N = ∑ j ∈ range N, distanceSum s j := by
  unfold chainEnergy distanceSum
  refine sum_congr rfl fun j _ => ?_
  -- count the neighbours by distance instead of by position
  rw [← Finset.sum_range_reflect (fun r : ℕ => ((r : ℝ) + 1) ^ (-s)) j]
  refine sum_congr rfl fun i hi => ?_
  have hij := mem_range.1 hi
  obtain ⟨k, hk⟩ : ∃ k, j = i + k + 1 := ⟨j - i - 1, by omega⟩
  have h : j - 1 - i = k := by omega
  have hk' : (j : ℝ) = i + k + 1 := by exact_mod_cast hk
  have e : (j : ℝ) - i = k + 1 := by rw [hk']; ring
  simp only [h, e]

/-- For an exponent between 0 and 1 a power lies, on the half-line of non-negative numbers, below
its tangent at each positive point. -/
theorem rpow_le_tangent {p x y : ℝ} (hp0 : 0 ≤ p) (hp1 : p ≤ 1) (hx : 0 < x) (hy : 0 ≤ y) :
    y ^ p ≤ x ^ p + p * x ^ (p - 1) * (y - x) := by
  have h0 := div_nonneg hy hx.le
  have h := rpow_one_add_le_one_add_mul_self (s := y / x - 1) (by linarith) hp0 hp1
  have h1 : 1 + (y / x - 1) = y / x := by ring
  rw [h1, Real.div_rpow hy hx.le, div_le_iff₀ (Real.rpow_pos_of_pos hx p)] at h
  have key : ∀ A : ℝ, (1 + p * (y / x - 1)) * A = A + p * (A / x) * (y - x) := by
    intro A
    linear_combination p * A * mul_inv_cancel₀ hx.ne'
  rw [Real.rpow_sub_one hx.ne', ← key]
  exact h

/-- For an exponent above 1 a power lies above each of its tangents on the half-line of
non-negative numbers. -/
theorem tangent_le_rpow {p x y : ℝ} (hp : 1 < p) (hx : 0 ≤ x) (hy : 0 ≤ y) :
    x ^ p + p * x ^ (p - 1) * (y - x) ≤ y ^ p := by
  rcases hx.eq_or_lt with rfl | hx
  · rw [Real.zero_rpow (by linarith : (0 : ℝ) < p).ne', Real.zero_rpow (sub_pos.2 hp).ne']
    have := Real.rpow_nonneg hy p
    linarith
  have h0 := div_nonneg hy hx.le
  have h := one_add_mul_self_le_rpow_one_add (s := y / x - 1) (by linarith) hp.le
  have h1 : 1 + (y / x - 1) = y / x := by ring
  rw [h1, Real.div_rpow hy hx.le, le_div_iff₀ (Real.rpow_pos_of_pos hx p)] at h
  have key : ∀ A : ℝ, (1 + p * (y / x - 1)) * A = A + p * (A / x) * (y - x) := by
    intro A
    linear_combination p * A * mul_inv_cancel₀ hx.ne'
  rw [Real.rpow_sub_one hx.ne', ← key]
  exact h

/-- For `0 ≤ s < 1` the energy of one particle with `j` neighbours on one side is
`j^(1-s)/(1-s)` up to a bounded error, here as two inequalities multiplied by `1 - s`. -/
theorem distanceSum_bounds {s : ℝ} (h0 : 0 ≤ s) (h1 : s < 1) (j : ℕ) :
    ((j : ℝ) + 1) ^ (1 - s) - 1 ≤ (1 - s) * distanceSum s j ∧
      (1 - s) * distanceSum s j ≤ (j : ℝ) ^ (1 - s) := by
  have hp : 0 < 1 - s := sub_pos.2 h1
  induction j with
  | zero => constructor <;> simp [distanceSum, Real.zero_rpow hp.ne']
  | succ n ih =>
    have e : distanceSum s (n + 1) = distanceSum s n + ((n : ℝ) + 1) ^ (-s) :=
      Finset.sum_range_succ _ _
    have hn : (0 : ℝ) ≤ n := Nat.cast_nonneg n
    have hs : 1 - s - 1 = -s := by ring
    -- the tangent at `n + 1`, followed one step to the right and one step to the left
    have hr := rpow_le_tangent (x := (n : ℝ) + 1) (y := (n : ℝ) + 1 + 1) hp.le
      (by linarith) (by linarith) (by linarith)
    have hl := rpow_le_tangent (x := (n : ℝ) + 1) (y := (n : ℝ)) hp.le
      (by linarith) (by linarith) hn
    rw [hs] at hr hl
    rw [e]
    push_cast
    constructor
    · linarith [ih.1]
    · linarith [ih.2]

/-- Bounds on the energy of a finite chain for `0 ≤ s < 1`: multiplied by `(1-s)(2-s)`, it
lies below `N^(2-s)` by at most `(2-s) N`. -/
theorem chainEnergy_bounds {s : ℝ} (h0 : 0 ≤ s) (h1 : s < 1) (N : ℕ) :
    (N : ℝ) ^ (2 - s) - (2 - s) * N ≤ (1 - s) * (2 - s) * chainEnergy s N ∧
      (1 - s) * (2 - s) * chainEnergy s N ≤ (N : ℝ) ^ (2 - s) := by
  have hq : 0 < 2 - s := by linarith
  induction N with
  | zero => constructor <;> simp [chainEnergy, Real.zero_rpow hq.ne']
  | succ n ih =>
    have e : chainEnergy s (n + 1) = chainEnergy s n + distanceSum s n := by
      rw [chainEnergy_eq, chainEnergy_eq, Finset.sum_range_succ]
    have hn : (0 : ℝ) ≤ n := Nat.cast_nonneg n
    have hs : 2 - s - 1 = 1 - s := by ring
    have hr := tangent_le_rpow (p := 2 - s) (x := (n : ℝ)) (y := (n : ℝ) + 1)
      (by linarith) hn (by linarith)
    have hl := tangent_le_rpow (p := 2 - s) (x := (n : ℝ) + 1) (y := (n : ℝ))
      (by linarith) (by linarith) hn
    rw [hs] at hr hl
    have hd := distanceSum_bounds h0 h1 n
    have d1 := mul_le_mul_of_nonneg_left hd.1 hq.le
    have d2 := mul_le_mul_of_nonneg_left hd.2 hq.le
    rw [e]
    push_cast
    constructor
    · linarith [ih.1]
    · linarith [ih.2]

/-- For `0 ≤ s < 1` the energy of the chain divided by `N^(2-s)` tends to
`1/((1-s)(2-s))` as `N` grows. -/
theorem chainEnergy_asymptotics {s : ℝ} (h0 : 0 ≤ s) (h1 : s < 1) :
    Tendsto (fun N : ℕ => chainEnergy s N / (N : ℝ) ^ (2 - s)) atTop
      (𝓝 (1 / ((1 - s) * (2 - s)))) := by
  have hp : 0 < 1 - s := sub_pos.2 h1
  have hc : 0 < (1 - s) * (2 - s) := mul_pos hp (by linarith)
  -- the relative error of the lower bound vanishes
  have hz : Tendsto (fun N : ℕ => (N : ℝ) ^ (-(1 - s))) atTop (𝓝 0) :=
    (tendsto_rpow_neg_atTop hp).comp tendsto_natCast_atTop_atTop
  have hlow : Tendsto (fun N : ℕ => (1 - (2 - s) * (N : ℝ) ^ (-(1 - s))) /
      ((1 - s) * (2 - s))) atTop (𝓝 (1 / ((1 - s) * (2 - s)))) := by
    have h := ((hz.const_mul (2 - s)).const_sub 1).div_const ((1 - s) * (2 - s))
    rwa [mul_zero, sub_zero] at h
  refine tendsto_of_tendsto_of_tendsto_of_le_of_le' hlow tendsto_const_nhds ?_ ?_
  · filter_upwards [eventually_gt_atTop 0] with N hN
    have hx : (0 : ℝ) < N := Nat.cast_pos.2 hN
    have ha : (N : ℝ) ^ (-(1 - s)) * (N : ℝ) ^ (2 - s) = N := by
      rw [← Real.rpow_add hx, show -(1 - s) + (2 - s) = 1 by ring, Real.rpow_one]
    have hb : (1 - (2 - s) * (N : ℝ) ^ (-(1 - s))) * (N : ℝ) ^ (2 - s)
        = (N : ℝ) ^ (2 - s) - (2 - s) * N := by
      linear_combination (-(2 - s)) * ha
    rw [div_le_div_iff₀ hc (Real.rpow_pos_of_pos hx _), hb]
    linarith [(chainEnergy_bounds h0 h1 N).1]
  · filter_upwards [eventually_gt_atTop 0] with N hN
    have hx : (0 : ℝ) < N := Nat.cast_pos.2 hN
    rw [div_le_div_iff₀ (Real.rpow_pos_of_pos hx _) hc]
    linarith [(chainEnergy_bounds h0 h1 N).2]

/-- The energy per particle is the rescaled energy times `N^(1-s)`, for `N > 0`. -/
theorem energy_per_particle_eq (s : ℝ) {N : ℕ} (hN : 0 < N) :
    chainEnergy s N / N = chainEnergy s N / (N : ℝ) ^ (2 - s) * (N : ℝ) ^ (1 - s) := by
  have hx : (0 : ℝ) < N := Nat.cast_pos.2 hN
  have h : (N : ℝ) ^ (2 - s) = (N : ℝ) ^ (1 - s) * N := by
    rw [show 2 - s = (1 - s) + 1 by ring, Real.rpow_add hx, Real.rpow_one]
  have key : ∀ q : ℝ, q ≠ 0 → chainEnergy s N / N = chainEnergy s N / (q * N) * q := by
    intro q hq
    field_simp
  rw [h]
  exact key _ (Real.rpow_pos_of_pos hx _).ne'

/-- For `0 ≤ s < 1` and unit coupling the energy per particle grows without bound. -/
theorem energy_per_particle_diverges {s : ℝ} (h0 : 0 ≤ s) (h1 : s < 1) :
    Tendsto (fun N : ℕ => chainEnergy s N / N) atTop atTop := by
  have hp : 0 < 1 - s := sub_pos.2 h1
  have hc : 0 < 1 / ((1 - s) * (2 - s)) := one_div_pos.2 (mul_pos hp (by linarith))
  have hg : Tendsto (fun N : ℕ => (N : ℝ) ^ (1 - s)) atTop atTop :=
    (tendsto_rpow_atTop hp).comp tendsto_natCast_atTop_atTop
  refine ((chainEnergy_asymptotics h0 h1).pos_mul_atTop hc hg).congr' ?_
  filter_upwards [eventually_gt_atTop 0] with N hN
  exact (energy_per_particle_eq s hN).symm

/-- Kac scaling: for `0 ≤ s < 1` and a size-dependent coupling `J N`, the energy per particle
tends to `e` exactly when `J N * N^(1-s)` tends to `(1-s)(2-s) e`. -/
theorem kac_scaling_iff {s : ℝ} (h0 : 0 ≤ s) (h1 : s < 1) (J : ℕ → ℝ) (e : ℝ) :
    Tendsto (fun N : ℕ => J N * (chainEnergy s N / N)) atTop (𝓝 e) ↔
      Tendsto (fun N : ℕ => J N * (N : ℝ) ^ (1 - s)) atTop
        (𝓝 ((1 - s) * (2 - s) * e)) := by
  have hc : 0 < (1 - s) * (2 - s) := mul_pos (sub_pos.2 h1) (by linarith)
  have hne : 1 / ((1 - s) * (2 - s)) ≠ 0 := (one_div_pos.2 hc).ne'
  have hr := chainEnergy_asymptotics h0 h1
  constructor
  · intro h
    -- divide by the rescaled energy, whose limit is not zero
    have h2 := h.div hr hne
    have hl : e / (1 / ((1 - s) * (2 - s))) = (1 - s) * (2 - s) * e := by
      rw [div_div_eq_mul_div, div_one, mul_comm]
    rw [hl] at h2
    refine h2.congr' ?_
    filter_upwards [eventually_gt_atTop 0, hr.eventually_ne hne] with N hN hN'
    rw [Pi.div_apply, energy_per_particle_eq s hN, div_eq_iff hN']
    ring
  · intro h
    have h2 := h.mul hr
    have hl : (1 - s) * (2 - s) * e * (1 / ((1 - s) * (2 - s))) = e := by
      rw [mul_one_div, mul_div_cancel_left₀ e hc.ne']
    rw [hl] at h2
    refine h2.congr' ?_
    filter_upwards [eventually_gt_atTop 0] with N hN
    rw [energy_per_particle_eq s hN]
    ring

/-- For `s > 1` the energy per particle at unit coupling tends to the lattice sum of `r^(-s)` over
all distances `r = 1, 2, …`. -/
theorem short_range_extensive {s : ℝ} (hs : 1 < s) :
    Tendsto (fun N : ℕ => chainEnergy s N / N) atTop
      (𝓝 (∑' r : ℕ, ((r : ℝ) + 1) ^ (-s))) := by
  have hsum : Summable (fun r : ℕ => ((r : ℝ) + 1) ^ (-s)) := by
    have h := (summable_nat_add_iff 1).2 (Real.summable_nat_rpow.2 (by linarith : -s < -1))
    simpa only [Nat.cast_add, Nat.cast_one] using h
  have hd : Tendsto (distanceSum s) atTop (𝓝 (∑' r : ℕ, ((r : ℝ) + 1) ^ (-s))) :=
    hsum.hasSum.tendsto_sum_nat
  -- the energy per particle is the running average of the distance sums
  refine hd.cesaro.congr fun N => ?_
  rw [chainEnergy_eq, div_eq_inv_mul]

end

end KacScaling
```

```lean
#print axioms KacScaling.chainEnergy_asymptotics
-- 'KacScaling.chainEnergy_asymptotics' depends on axioms: [propext, Classical.choice, Quot.sound]
#print axioms KacScaling.energy_per_particle_diverges
-- 'KacScaling.energy_per_particle_diverges' depends on axioms: [propext, Classical.choice, Quot.sound]
#print axioms KacScaling.kac_scaling_iff
-- 'KacScaling.kac_scaling_iff' depends on axioms: [propext, Classical.choice, Quot.sound]
#print axioms KacScaling.short_range_extensive
-- 'KacScaling.short_range_extensive' depends on axioms: [propext, Classical.choice, Quot.sound]
```

In the code, `chainEnergy s N` is $E_N$ as a literal double sum over pairs $i<j$, and `distanceSum s j` is $D_j$. Energies are in units of the pair energy at unit distance. The exponent `s` is often called $\alpha$ elsewhere. `chainEnergy_asymptotics` states the limit, `energy_per_particle_diverges` the divergence at unit coupling, and `kac_scaling_iff` the equivalence for any real sequence `J`. For contrast, `short_range_extensive` says that for $s>1$ the unscaled energy per particle converges to the lattice sum. The borderline $s=1$, which is the Coulomb law on a chain, belongs to neither range.

Rescaling the coupling with the system size in this way is called Kac scaling, and it usually serves to give a model a thermodynamic limit. The theorem concerns the energy of one fixed configuration with identical pair signs; the step from there to free energies at finite temperature is not taken here.

The proof takes the same route. `chainEnergy_eq` reverses the inner sum, so that neighbours are counted by distance. The two tangent lemmas apply Bernoulli's inequality to $y/x$ and multiply by $x^p$; the convex one treats $x=0$ separately. In `distanceSum_bounds` and `chainEnergy_bounds`, induction replaces telescoping, and `linarith` adds the new tangent inequality to the previous bound. The limit follows by squeezing. In `kac_scaling_iff`, one direction divides by the rescaled energy and the other multiplies by it. For $s>1$, $E_N/N$ is the running average of the $D_j$, so `hd.cesaro` gives it their limit.

For a quantum spin chain with the Ising interaction $J_N\sum_{i<j}\sigma^z_i\sigma^z_j/(j-i)^s$, where the $\sigma^z_i$ are Pauli matrices, this fixes the energy of the state with all spins up along $z$, with open ends and no external field. Take $s=1/2$ and ask for an energy per spin that tends to $-1$ in that state as the chain grows. The prefactor is $\tfrac12\cdot\tfrac32=\tfrac34$, so $J_N=-\tfrac34N^{-1/2}$ is the simplest choice. At $N=10^4$ the finite-size bounds place the energy per spin between $-1$ and $-0.985$.
